# In minimal subtraction, the simple pole and the beta function fix all higher poles

Suppose that the double pole of a two-loop renormalization constant has been computed with a wrong coefficient. The anomalous dimension derived from it then keeps a term proportional to 1/ε at second order in the coupling, and it has no limit when the regulator ε is removed. A finite anomalous dimension therefore constrains the higher poles. In minimal subtraction they follow from the simple pole and the beta function, provided that the renormalization constant depends on the renormalization scale only through a single coupling.

## The renormalization-group equation, pole by pole

Let a be a coupling of the type of the fine-structure constant, proportional to e² and not to e, in d = 4 − ε dimensions. Write u = 1/ε for the inverse regulator. In minimal subtraction a renormalization constant contains only poles besides its leading 1:

Z = Σ_k z_k(a) u^k, with z_0 = 1 and z_k(0) = 0 for k ≥ 1.

With μ the renormalization scale, the coupling runs as da/d ln μ = −εa + β(a), and the anomalous dimension is γ = d ln Z/d ln μ. Other texts define γ with the opposite sign or a factor 1/2. If Z depends on μ only through a, the chain rule gives (β − εa) ∂Z/∂a = γZ. Multiplication by u turns this into

(uβ − a) ∂Z/∂a = uγZ.

Here β and γ depend on a alone. That is the finiteness condition: neither contains a pole.

A prime denotes d/da. The power u^0 gives −a z_0' = 0, which holds because z_0 = 1. The power u^(k+1) gives

β z_k' − a z_{k+1}' = γ z_k for k ≥ 0.

At k = 0 this reads γ = −a z_1'. Inserting this γ into the other equations yields

a z_{k+1}' = β z_k' + a z_1' z_k.

## Solving for the poles

If f = Σ_n f_n a^n, then a f' = Σ_n n f_n a^n. Hence a f' determines every f_n with n ≥ 1, and only the constant term f_0 remains free. Since z_{k+1}(0) = 0, the recursion determines z_{k+1} from z_k, z_1 and β, so there is at most one solution for a given simple pole.

For existence, let w be a prescribed simple pole with w(0) = 0, and assume β(0) = 0. Start from z_0 = 1 and define z_{k+1} by

a z_{k+1}' = β z_k' + a w' z_k.

The right-hand side vanishes at a = 0, so its coefficient of a^n can be divided by n for every n ≥ 1, with the constant term of z_{k+1} set to zero. At k = 0 the equation reads a z_1' = a w', which gives z_1 = w. With γ = −a w' all pole equations hold.

A constant term in β can spoil existence. Take β = 1 and z_1 = a. The recursion at k = 1 demands a z_2' = 1 + a², but the left-hand side has no constant term. In general, setting a = 0 in the same equation gives 0 = β(0) z_1'(0), so β(0) = 0 is forced whenever z_1 has a non-zero linear term. For z_1 = 0 it is not forced: β = 1, γ = 0 and Z = 1 solve the equation.

## The leading coefficient of each pole

Now let β = b a² + … and z_1 = c a + …, where b and c are the one-loop coefficients. Assume that z_k = L_k a^k + …, with no lower powers. The two terms on the right of the recursion start with

β z_k' = k b L_k a^(k+1) + …

a z_1' z_k = c L_k a^(k+1) + …

The left-hand side has the coefficient (k+1) L_{k+1} at this order. Its lower coefficients vanish, and the constant term of z_{k+1} is zero by assumption. Therefore

L_{k+1} = (c + k b) L_k/(k+1), with L_0 = 1,

and by induction

L_k = c (c + b) ⋯ (c + (k−1) b)/k!.

The empty product at k = 0 is 1. For the double pole,

z_2 = c (c + b) a²/2 + ….

In a multi-loop QED calculation this predicts the leading double pole at two loops from one-loop data, provided that Z depends on a single coupling and not also on a running gauge parameter. In the limit b = 0 the leading coefficients become c^k/k!, those of the exponential exp(c a u).

## Two nested power series in Lean

```lean
import Mathlib

open PowerSeries

namespace PoleEquations

noncomputable section
```

The type `ℚ⟦X⟧` contains formal power series in a with rational coefficients. Convergence plays no role, but the choice of ℚ excludes irrational coefficients. In QED the coupling therefore has to be normalised suitably, for example as a = α/(4π) with the fine-structure constant α, because for a = α the one-loop coefficients contain 1/π. Numbers such as ζ(3), which occur at higher loop order, remain excluded in the Lean code; the derivation by hand holds for real coefficients as well.

The family `z` assigns a series in a to each pole order, and `PowerSeries.mk z` assembles Z as a series in u. The letter `X` consequently has two meanings. In the field `rge` a bare `X` is u, while `C X` is the coupling a regarded as constant in u; likewise `C β` and `C γ` do not depend on u. In an equation between series in the coupling, `X` is a. The derivative `∂ₐ` acts on each coefficient of Z.

```lean
/-- Differentiation with respect to the coupling `a`. -/
local notation "∂ₐ" => PowerSeries.derivative ℚ

/-- The renormalization constant `Z = ∑ z_k u^k`, a series in the inverse regulator `u` with
coefficients in `ℚ⟦a⟧`, has `z_0 = 1` and `z_k(0) = 0` for `k ≥ 1`, and obeys the
renormalization-group equation `(u β - a) ∂Z/∂a = u γ Z`. -/
structure IsPoleSolution (β γ : ℚ⟦X⟧) (z : ℕ → ℚ⟦X⟧) : Prop where
  zero : z 0 = 1
  vanish : ∀ k, coeff 0 (z (k + 1)) = 0
  rge : (X * C β - C X) * PowerSeries.mk (fun k => ∂ₐ (z k)) = X * C γ * PowerSeries.mk z
```

The predicate `IsPoleSolution β γ z` collects the normalisation, the vanishing of the poles at zero coupling and the renormalization-group equation. That a constant computed from Feynman diagrams obeys this equation with pole-free β and γ is a physical input, supplied by renormalizability; here it is a hypothesis.

## The operator a d/da

The first lemma is the coefficient rule for a f'. The case n = 0 is separate because multiplication by a leaves no constant term; for n + 1 the derivative supplies the factor.

```lean
/-- The operator `a d/da` multiplies the coefficient of `a^n` by `n`. -/
theorem coeff_euler (f : ℚ⟦X⟧) (n : ℕ) : coeff n (X * ∂ₐ f) = n * coeff n f := by
  cases n with
  | zero => rw [coeff_zero_X_mul]; simp
  | succ n => rw [coeff_succ_X_mul, coeff_derivative]; push_cast; ring
```

The next lemma turns this rule into the uniqueness argument. Constant terms agree by hypothesis, and for n ≠ 0 the factor n is cancelled.

```lean
/-- A series in the coupling is fixed by its constant term and its image under `a d/da`. -/
theorem euler_ext {f g : ℚ⟦X⟧} (h0 : coeff 0 f = coeff 0 g)
    (h : X * ∂ₐ f = X * ∂ₐ g) : f = g := by
  ext n
  by_cases hn : n = 0
  · rw [hn]; exact h0
  · have h1 := congrArg (coeff n) h
    rw [coeff_euler, coeff_euler] at h1
    exact mul_left_cancel₀ (Nat.cast_ne_zero.mpr hn) h1
```

## From one equation to the recursion

For z_0 = 1 the single equation for Z is equivalent to the whole list of pole equations. In the forward direction the proof extracts the coefficient of u^(k+1). In the reverse direction it must also check u^0, where the derivative of z_0 = 1 vanishes.

```lean
/-- If `z_0 = 1`, the renormalization-group equation for `Z` is equivalent to the pole equations
`β z_k' - a z_{k+1}' = γ z_k` for all `k`. -/
theorem rge_iff_pole_by_pole (β γ : ℚ⟦X⟧) (z : ℕ → ℚ⟦X⟧) (hz : z 0 = 1) :
    (X * C β - C X) * PowerSeries.mk (fun k => ∂ₐ (z k)) = X * C γ * PowerSeries.mk z ↔
      ∀ k, β * ∂ₐ (z k) - X * ∂ₐ (z (k + 1)) = γ * z k := by
  rw [PowerSeries.ext_iff]
  constructor
  · intro h k
    -- compare the coefficients of u^(k+1)
    have hk := h (k + 1)
    simp only [sub_mul, mul_assoc, map_sub, coeff_succ_X_mul, coeff_C_mul, coeff_mk] at hk
    exact hk
  · intro h n
    cases n with
    | zero =>
      simp only [sub_mul, mul_assoc, map_sub, coeff_zero_X_mul, coeff_C_mul, coeff_mk, hz,
        Derivation.map_one_eq_zero, mul_zero, sub_zero]
    | succ k =>
      simp only [sub_mul, mul_assoc, map_sub, coeff_succ_X_mul, coeff_C_mul, coeff_mk]
      exact h k
```

The pole equation at k = 0 gives the anomalous dimension.

```lean
/-- In a solution, the anomalous dimension is read off from the simple pole: `γ = -a z_1'`. -/
theorem IsPoleSolution.gamma_eq {β γ : ℚ⟦X⟧} {z : ℕ → ℚ⟦X⟧} (h : IsPoleSolution β γ z) :
    γ = -(X * ∂ₐ (z 1)) := by
  have h0 := (rge_iff_pole_by_pole β γ z h.zero).1 h.rge 0
  rw [h.zero, Derivation.map_one_eq_zero, zero_add] at h0
  linear_combination -h0
```

Substituting it into the equation for general k gives the recursion. The closing `linear_combination` only moves terms from one side to the other.

```lean
/-- In a solution, `β`, `z_1` and `z_k` give the derivative of `z_{k+1}`:
`a z_{k+1}' = β z_k' + a z_1' z_k`. -/
theorem IsPoleSolution.recursion {β γ : ℚ⟦X⟧} {z : ℕ → ℚ⟦X⟧} (h : IsPoleSolution β γ z)
    (k : ℕ) : X * ∂ₐ (z (k + 1)) = β * ∂ₐ (z k) + X * ∂ₐ (z 1) * z k := by
  have hk := (rge_iff_pole_by_pole β γ z h.zero).1 h.rge k
  rw [h.gamma_eq] at hk
  linear_combination -hk
```

## Existence and uniqueness of the pole series

The function `eulerInv` divides the coefficient of a^n by n and sets the constant term to zero.

```lean
/-- The inverse of `a d/da` on series without constant term: the coefficient of `a^n` is divided
by `n` for `n ≥ 1`, and the constant term is set to zero. -/
def eulerInv (f : ℚ⟦X⟧) : ℚ⟦X⟧ :=
  PowerSeries.mk fun n => if n = 0 then 0 else coeff n f / n
```

The definition `poles` applies it repeatedly, starting from 1, with `w` as the prescribed simple pole.

```lean
/-- The pole coefficients built recursively from `β` and a simple pole `w`. -/
def poles (β w : ℚ⟦X⟧) : ℕ → ℚ⟦X⟧
  | 0 => 1
  | k + 1 => eulerInv (β * ∂ₐ (poles β w k) + X * ∂ₐ w * poles β w k)
```

For a series without constant term, applying a d/da after `eulerInv` returns the original series. This is where β(0) = 0 enters the construction.

```lean
/-- On series without constant term, `eulerInv` is undone by `a d/da`. -/
theorem euler_eulerInv {f : ℚ⟦X⟧} (hf : coeff 0 f = 0) : X * ∂ₐ (eulerInv f) = f := by
  ext n
  rw [coeff_euler, eulerInv, coeff_mk]
  by_cases hn : n = 0
  · rw [hn, hf]; simp
  · have hn' : (n : ℚ) ≠ 0 := Nat.cast_ne_zero.mpr hn
    rw [if_neg hn]
    field_simp
```

The theorem below states that for β(0) = 0 and w(0) = 0 there is exactly one pair, consisting of all the z_k and γ, with z_1 = w. In the proof, `hv` records that the constructed poles vanish at a = 0, and `hr` is their recursion. The existence part verifies the pole equations and then z_1 = w. The uniqueness part takes any other solution and shows by induction on k that it agrees with `poles β w`, using `euler_ext` at each step; γ then agrees because it is read off from the simple pole.

```lean
/-- If `β` and `w` have no constant term, there is exactly one choice of all pole coefficients
and of `γ` that solves the renormalization-group equation with simple pole `z_1 = w`. -/
theorem existsUnique_poles (β w : ℚ⟦X⟧) (hβ : coeff 0 β = 0) (hw : coeff 0 w = 0) :
    ∃! p : (ℕ → ℚ⟦X⟧) × ℚ⟦X⟧, IsPoleSolution β p.2 p.1 ∧ p.1 1 = w := by
  have hβ' : constantCoeff β = 0 := by simpa using hβ
  have hv : ∀ k, coeff 0 (poles β w (k + 1)) = 0 := fun k => by
    rw [poles, eulerInv, coeff_mk, if_pos rfl]
  have hr : ∀ k, X * ∂ₐ (poles β w (k + 1)) =
      β * ∂ₐ (poles β w k) + X * ∂ₐ w * poles β w k := fun k => by
    rw [poles]
    exact euler_eulerInv (by simp [hβ'])
  refine ⟨(poles β w, -(X * ∂ₐ w)), ⟨⟨rfl, hv, ?_⟩, ?_⟩, ?_⟩
  · refine (rge_iff_pole_by_pole _ _ _ rfl).2 fun k => ?_
    linear_combination -(hr k)
  · refine euler_ext ((hv 0).trans hw.symm) ?_
    have h0 := hr 0
    rw [poles, Derivation.map_one_eq_zero, mul_zero, zero_add, zero_add, mul_one] at h0
    exact h0
  · -- uniqueness: the recursion fixes one pole after the other
    rintro ⟨z, γ⟩ ⟨h, h1⟩
    dsimp only at h h1
    have hz : z = poles β w := by
      funext k
      induction k with
      | zero => exact h.zero
      | succ k ih =>
        refine euler_ext ((h.vanish k).trans (hv k).symm) ?_
        rw [h.recursion k, hr k, ih, h1]
    have hγ : γ = -(X * ∂ₐ w) := by rw [h.gamma_eq, h1]
    rw [hz, hγ]
```

The converse condition on β comes from the constant term of the recursion at k = 1. The product β(0) z_1'(0) is zero, and the second factor is the linear coefficient of z_1, which is assumed to be non-zero.

```lean
/-- If the simple pole has a non-zero term linear in `a`, a solution exists only for `β(0) = 0`. -/
theorem IsPoleSolution.beta_zero {β γ : ℚ⟦X⟧} {z : ℕ → ℚ⟦X⟧} (h : IsPoleSolution β γ z)
    (hc : coeff 1 (z 1) ≠ 0) : coeff 0 β = 0 := by
  have h1 := congrArg (coeff 0) (h.recursion 1)
  rw [mul_assoc, map_add, coeff_zero_X_mul, coeff_zero_X_mul, add_zero, coeff_zero_mul] at h1
  have hd : coeff 0 (∂ₐ (z 1)) = coeff 1 (z 1) := by rw [coeff_derivative]; simp
  rw [hd] at h1
  exact (mul_eq_zero.1 h1.symm).resolve_right hc
where
  coeff_zero_mul {p q : ℚ⟦X⟧} : coeff 0 (p * q) = coeff 0 p * coeff 0 q := by simp
```

## Leading poles to every order

The induction needs the lowest term of a product. If q has no powers below a^k, then neither has p q, and its coefficient of a^k is p(0) times that of q. The proof factors a^k out of q.

```lean
/-- If `q` has no powers below `a^k`, neither has `p q`, and its coefficient of `a^k` is `p(0) q_k`.
-/
theorem coeff_mul_lowest (p : ℚ⟦X⟧) {q : ℚ⟦X⟧} {k : ℕ} (hq : ∀ n < k, coeff n q = 0) :
    (∀ n < k, coeff n (p * q) = 0) ∧ coeff k (p * q) = coeff 0 p * coeff k q := by
  obtain ⟨r, rfl⟩ := X_pow_dvd_iff.mpr hq
  rw [mul_left_comm]
  refine ⟨fun n hn => ?_, ?_⟩
  · rw [coeff_X_pow_mul', if_neg (by omega)]
  · simp [coeff_X_pow_mul']
```

In `leading_pole` the hypothesis `hβ` says that β has no constant or linear term, while `hb` and `hc` name the coefficients b and c. Either may be zero. The conclusion has two parts: z_k has no powers below a^k, and its coefficient of a^k is the product divided by k!. That coefficient can itself vanish, for instance when k = 2 and c = −b.

The proof writes β = a² s with s(0) = b. The recursion then has a common factor a, and `hrec` compares coefficients after removing it:

(m+1) [a^(m+1)] z_{k+1} = [a^m] (s · a z_k') + [a^m] (z_1' z_k),

where [a^m] denotes the coefficient of a^m. For m < k both terms on the right vanish by `coeff_mul_lowest`. For m = k they add up to (k b + c) L_k, as in the derivation above. The last lines clear the factorials and combine this identity with the induction hypothesis.

```lean
/-- Leading poles of a solution: if `β = b a² + …` and `z_1 = c a + …`, then
`z_k = c (c + b) ⋯ (c + (k-1) b) a^k / k! + …` for every `k`. -/
theorem IsPoleSolution.leading_pole {β γ : ℚ⟦X⟧} {z : ℕ → ℚ⟦X⟧} (h : IsPoleSolution β γ z)
    {b c : ℚ} (hβ : ∀ n < 2, coeff n β = 0) (hb : coeff 2 β = b) (hc : coeff 1 (z 1) = c)
    (k : ℕ) : (∀ n < k, coeff n (z k) = 0) ∧
      coeff k (z k) = (∏ j ∈ Finset.range k, (c + j * b)) / (k.factorial : ℚ) := by
  obtain ⟨s, rfl⟩ := X_pow_dvd_iff.mpr hβ
  have hs : coeff 0 s = b := by rw [← hb]; simp [coeff_X_pow_mul']
  have hd : coeff 0 (∂ₐ (z 1)) = c := by rw [coeff_derivative, ← hc]; simp
  induction k with
  | zero => simp [h.zero]
  | succ k ih =>
    obtain ⟨hlow, hlead⟩ := ih
    -- the recursion, one power of the coupling at a time
    have hrec : ∀ m : ℕ, ((m : ℚ) + 1) * coeff (m + 1) (z (k + 1)) =
        coeff m (s * (X * ∂ₐ (z k))) + coeff m (∂ₐ (z 1) * z k) := fun m => by
      have e : X * ∂ₐ (z (k + 1)) = X * (s * (X * ∂ₐ (z k)) + ∂ₐ (z 1) * z k) := by
        rw [h.recursion k]; ring
      have e' := congrArg (coeff (m + 1)) e
      rw [coeff_euler, coeff_succ_X_mul, map_add] at e'
      push_cast at e'
      exact e'
    have h1 := coeff_mul_lowest s (q := X * ∂ₐ (z k)) (k := k)
      (fun n hn => by rw [coeff_euler, hlow n hn, mul_zero])
    have h2 := coeff_mul_lowest (∂ₐ (z 1)) hlow
    constructor
    · intro n hn
      cases n with
      | zero => exact h.vanish k
      | succ m =>
        have hm := hrec m
        rw [h1.1 m (by omega), h2.1 m (by omega), add_zero] at hm
        exact (mul_eq_zero.1 hm).resolve_left (by positivity)
    · have hk := hrec k
      rw [h1.2, h2.2, coeff_euler, hs, hd] at hk
      have hf : (k.factorial : ℚ) ≠ 0 := Nat.cast_ne_zero.mpr k.factorial_ne_zero
      have hL := (eq_div_iff hf).1 hlead
      rw [eq_div_iff (Nat.cast_ne_zero.mpr (k + 1).factorial_ne_zero),
        Finset.prod_range_succ, Nat.factorial_succ]
      push_cast
      linear_combination (k.factorial : ℚ) * hk + (b * k + c) * hL
```

Setting k = 2 and evaluating the product over j = 0, 1 gives the double pole, together with the statement that z_2 has no constant or linear term.

```lean
/-- The double pole of a solution: if `β = b a² + …` and `z_1 = c a + …`, then
`z_2 = c (c + b) a² / 2 + …`. -/
theorem IsPoleSolution.double_pole {β γ : ℚ⟦X⟧} {z : ℕ → ℚ⟦X⟧} (h : IsPoleSolution β γ z)
    {b c : ℚ} (hβ : ∀ n < 2, coeff n β = 0) (hb : coeff 2 β = b) (hc : coeff 1 (z 1) = c) :
    (∀ n < 2, coeff n (z 2) = 0) ∧ coeff 2 (z 2) = c * (c + b) / 2 := by
  obtain ⟨h1, h2⟩ := h.leading_pole hβ hb hc 2
  refine ⟨h1, ?_⟩
  rw [h2]
  simp [Finset.prod_range_succ, Nat.factorial]

end

end PoleEquations
```

```lean
#print axioms PoleEquations.existsUnique_poles
-- 'PoleEquations.existsUnique_poles' depends on axioms: [propext, Classical.choice, Quot.sound]
#print axioms PoleEquations.IsPoleSolution.beta_zero
-- 'PoleEquations.IsPoleSolution.beta_zero' depends on axioms: [propext, Classical.choice, Quot.sound]
#print axioms PoleEquations.IsPoleSolution.double_pole
-- 'PoleEquations.IsPoleSolution.double_pole' depends on axioms: [propext, Classical.choice, Quot.sound]
```
